# Position and momentum spread of one oscillator in a coupled Drude pair

For two identical coupled Drude oscillators in their ground state, the spread of either one can be computed from the normal-mode frequencies alone, without returning to the wavefunction. For larger or less symmetric systems the mode vectors are in general needed as well. The problems below derive the formulas for two one-dimensional oscillators with bilinear coupling, a minimal model of dispersion, and relate the spread to entanglement and to the energy shift.

Mass, bare frequency and $\hbar$ are 1. The number $t$ is the coupling between the two displaced charges relative to the spring constant; $|t|<1$ means that both normal modes are bound. The mode frequencies are $\omega_\pm=\sqrt{1\pm t}$ (`wPlus`, `wMinus`), with $a=(\omega_++\omega_-)/2$ (`meanFreq`) and $c=(\omega_+-\omega_-)/2$ (`halfSplit`).

```lean
import Mathlib

open MeasureTheory Filter Topology

namespace CoupledDrudeModes

noncomputable section

/-- Frequency of the in-phase normal mode, for `-1 ≤ t`. -/
def wPlus (t : ℝ) : ℝ := √(1 + t)

/-- Frequency of the out-of-phase normal mode, for `t ≤ 1`. -/
def wMinus (t : ℝ) : ℝ := √(1 - t)

/-- Half the sum of the two normal-mode frequencies, for `|t| ≤ 1`. -/
def meanFreq (t : ℝ) : ℝ := (wPlus t + wMinus t) / 2

/-- Half the difference of the two normal-mode frequencies (in-phase minus out-of-phase), for
`|t| ≤ 1`. -/
def halfSplit (t : ℝ) : ℝ := (wPlus t - wMinus t) / 2
```

The Hamiltonian $H$ acts on functions of two real coordinates, and the state is the unnormalised real Gaussian
$$\psi(x,y)=e^{-a(x^2+y^2)/2-cxy}.$$

```lean
/-- The Hamiltonian of two unit oscillators with bilinear coupling `t x y`. -/
def hamiltonian (t : ℝ) (f : ℝ → ℝ → ℝ) (x y : ℝ) : ℝ :=
  -(deriv (deriv fun s => f s y) x + deriv (deriv fun s => f x s) y) / 2
    + ((x ^ 2 + y ^ 2) / 2 + t * x * y) * f x y

/-- The (unnormalised) Gaussian wavefunction of the coupled pair, for `|t| < 1`. -/
def psi (t x y : ℝ) : ℝ :=
  Real.exp (-(meanFreq t * (x ^ 2 + y ^ 2) / 2 + halfSplit t * x * y))
```

Dividing by $N=\iint\psi^2$ gives the normalised averages $X=\langle x^2\rangle$ and $P=\iint(\partial_x\psi)^2/N$, the mean square momentum of the first oscillator. Both means vanish by symmetry, so these are variances. The oscillator's own energy is $(X+P)/2=n+\tfrac12$, which defines its number of quanta $n$ (`quanta`). Finally, $E=a-1$ (`pairShift`); part (e) justifies reading it as an energy shift.

```lean
/-- The squared norm of the Gaussian wavefunction, for `|t| < 1`. -/
def normSq (t : ℝ) : ℝ := ∫ x : ℝ, ∫ y : ℝ, psi t x y ^ 2

/-- Mean square position of the first oscillator in the coupled state, for `|t| < 1`. -/
def varX (t : ℝ) : ℝ := (∫ x : ℝ, ∫ y : ℝ, x ^ 2 * psi t x y ^ 2) / normSq t

/-- Mean square momentum of the first oscillator in the coupled state, for `|t| < 1`. -/
def varP (t : ℝ) : ℝ :=
  (∫ y : ℝ, ∫ x : ℝ, (deriv (fun s => psi t s y) x) ^ 2) / normSq t

/-- Mean number of quanta in the first oscillator, for `|t| < 1`. -/
def quanta (t : ℝ) : ℝ := (varX t + varP t - 1) / 2

/-- Zero-point energy of the coupled pair minus that of the uncoupled pair, for `|t| < 1`. -/
def pairShift (t : ℝ) : ℝ := meanFreq t - 1
```

### (a) Frequencies and spring constants

For $|t|<1$, show that $\omega_\pm>0$, $a^2+c^2=1$ and $2ac=t$.

The radicands are positive. Expanding, $a^2+c^2=(\omega_+^2+\omega_-^2)/2=1$ and $2ac=(\omega_+^2-\omega_-^2)/2=t$. The `linear_combination` steps are this half-sum and half-difference.

```lean
/-- For `|t| < 1` both mode frequencies are positive, the squares of their half-sum and
half-difference add up to 1, and twice the product of these two numbers is `t`. -/
theorem mode_relations {t : ℝ} (ht : |t| < 1) :
    0 < wPlus t ∧ 0 < wMinus t ∧ meanFreq t ^ 2 + halfSplit t ^ 2 = 1 ∧
      2 * meanFreq t * halfSplit t = t := by
  obtain ⟨h1, h2⟩ := abs_lt.1 ht
  have hp : wPlus t ^ 2 = 1 + t := Real.sq_sqrt (by linarith)
  have hq : wMinus t ^ 2 = 1 - t := Real.sq_sqrt (by linarith)
  refine ⟨Real.sqrt_pos.2 (by linarith), Real.sqrt_pos.2 (by linarith), ?_, ?_⟩
  · unfold meanFreq halfSplit
    linear_combination hp / 2 + hq / 2
  · unfold meanFreq halfSplit
    linear_combination hp / 2 - hq / 2
```

### (b) Exchange symmetry

Show that $\psi(x,y)=\psi(y,x)$.

Both $x^2+y^2$ and $xy$ are unchanged by the exchange.

```lean
lemma psi_symm (t x y : ℝ) : psi t x y = psi t y x := by
  unfold psi
  congr 1
  ring
```

### (c) First derivative

Show that $\partial_x\psi=-(ax+cy)\psi$.

Apply the chain rule to the exponent.

```lean
lemma psi_deriv (t x y : ℝ) : HasDerivAt (fun s => psi t s y)
    (-(meanFreq t * x + halfSplit t * y) * psi t x y) x := by
  have h := ((((((hasDerivAt_id' x).fun_pow 2).add_const (y ^ 2)).const_mul
    (meanFreq t)).div_const 2).fun_add
    (((hasDerivAt_id' x).const_mul (halfSplit t)).mul_const y)).fun_neg
  unfold psi
  exact h.exp.congr_deriv (by ring)
```

### (d) Second derivative

Show that $\partial_x^2\psi=\big((ax+cy)^2-a\big)\psi$.

Differentiating (c) by the product rule gives $-a\psi+(ax+cy)^2\psi$.

```lean
lemma psi_deriv2 (t x y : ℝ) : deriv (deriv fun s => psi t s y) x =
    ((meanFreq t * x + halfSplit t * y) ^ 2 - meanFreq t) * psi t x y := by
  have e : deriv (fun s => psi t s y) =
      fun s => -(meanFreq t * s + halfSplit t * y) * psi t s y :=
    funext fun s => (psi_deriv t s y).deriv
  rw [e]
  have h := ((((hasDerivAt_id' x).const_mul (meanFreq t)).add_const
    (halfSplit t * y)).fun_neg).fun_mul (psi_deriv t x y)
  exact h.deriv.trans (by ring)
```

### (e) The Schrödinger equation

For $|t|<1$, show that $H\psi=a\psi$.

By (b), the $y$-derivative follows from (d) with $x$ and $y$ exchanged. The kinetic term divided by $\psi$ is
$$a-\tfrac12(a^2+c^2)(x^2+y^2)-2ac\,xy=a-\tfrac12(x^2+y^2)-txy,$$
and the potential cancels all but $a$. At $t=0$ the energy is 1, so $E$ is the shift due to coupling. That this nodeless eigenstate is the ground state is taken here as known.

```lean
/-- For `|t| < 1` the Gaussian solves the Schrödinger equation of the coupled pair, with
energy half the sum of the normal-mode frequencies. -/
theorem schrodinger {t : ℝ} (ht : |t| < 1) (x y : ℝ) :
    hamiltonian t (psi t) x y = meanFreq t * psi t x y := by
  obtain ⟨-, -, hA, hB⟩ := mode_relations ht
  have e : (fun s => psi t x s) = fun s => psi t s x := funext fun s => psi_symm t x s
  have h2 : deriv (deriv fun s => psi t x s) y =
      ((meanFreq t * y + halfSplit t * x) ^ 2 - meanFreq t) * psi t x y := by
    rw [e, psi_deriv2, psi_symm t y x]
  unfold hamiltonian
  rw [psi_deriv2, h2]
  linear_combination (-(x ^ 2 + y ^ 2) / 2 * psi t x y) * hA - x * y * psi t x y * hB
```

### (f) Gaussian second moment

For $b>0$, show that $2b\int x^2e^{-bx^2}dx=\int e^{-bx^2}dx$.

The derivative of $xe^{-bx^2}$ is $e^{-bx^2}-2bx^2e^{-bx^2}$. Its integral vanishes because $xe^{-bx^2}$ vanishes at both ends. The code supplies the required integrability.

```lean
lemma gaussian_moment {b : ℝ} (hb : 0 < b) :
    2 * b * ∫ x : ℝ, x ^ 2 * Real.exp (-b * x ^ 2) = ∫ x : ℝ, Real.exp (-b * x ^ 2) := by
  have i0 := integrable_exp_neg_mul_sq hb
  have i2 : Integrable fun x : ℝ => x ^ 2 * Real.exp (-b * x ^ 2) := by
    simpa using integrable_rpow_mul_exp_neg_mul_sq hb (s := 2) (by norm_num)
  have d : ∀ x : ℝ, HasDerivAt (fun x => x * Real.exp (-b * x ^ 2))
      (Real.exp (-b * x ^ 2) - 2 * b * (x ^ 2 * Real.exp (-b * x ^ 2))) x := fun x =>
    ((hasDerivAt_id' x).fun_mul
      (((hasDerivAt_id' x).fun_pow 2).const_mul (-b)).exp).congr_deriv (by ring)
  -- the integral of a total derivative vanishes
  have z := integral_eq_zero_of_hasDerivAt_of_integrable d
    (i0.sub (i2.const_mul (2 * b))) (integrable_mul_exp_neg_mul_sq hb)
  rw [integral_sub i0 (i2.const_mul _), integral_const_mul] at z
  linarith
```

### (g) Shifting the inner variable

Show that $\int\!\int F(x)\,h(y+kx)\,dy\,dx=\int F\int h$.

At fixed $x$, translation by $kx$ leaves the $y$-integral unchanged. Lean assigns zero to a non-integrable integral, so the lemma needs no integrability hypothesis.

```lean
lemma shear (F h : ℝ → ℝ) (k : ℝ) :
    ∫ x : ℝ, ∫ y : ℝ, F x * h (y + k * x) = (∫ x, F x) * ∫ y, h y := by
  have e : ∀ x, ∫ y : ℝ, F x * h (y + k * x) = F x * ∫ y, h y := fun x => by
    rw [integral_const_mul, integral_add_right_eq_self h (k * x)]
  simp_rw [e]
  exact integral_mul_const _ _
```

### (h) Completing the square

For $a\neq0$ and $d=\omega_+\omega_-/a$, show that $\psi^2=e^{-dx^2}e^{-a(y+cx/a)^2}$.

The exponent of $\psi^2$ is
$$-ax^2-ay^2-2cxy=-a(y+cx/a)^2-\frac{a^2-c^2}{a}x^2,$$
and $a^2-c^2=\omega_+\omega_-$.

```lean
lemma psi_sq {t : ℝ} (ha : meanFreq t ≠ 0) (x y : ℝ) : psi t x y ^ 2 =
    Real.exp (-(wPlus t * wMinus t / meanFreq t) * x ^ 2) *
      Real.exp (-meanFreq t * (y + halfSplit t / meanFreq t * x) ^ 2) := by
  have hr : wPlus t * wMinus t = meanFreq t ^ 2 - halfSplit t ^ 2 := by
    unfold meanFreq halfSplit
    ring
  rw [hr, psi, sq (Real.exp _), ← Real.exp_add, ← Real.exp_add]
  congr 1
  field_simp
  ring
```

### (i) The two variances

For $|t|<1$, show that
$$X=\tfrac14\Big(\frac1{\omega_+}+\frac1{\omega_-}\Big),\qquad P=\tfrac14(\omega_++\omega_-).$$

By (g) and (h), $N$ is a product of Gaussian integrals with exponents $d$ and $a$. In $X$ the second cancels, and (f) leaves $X=1/(2d)=a/(2\omega_+\omega_-)$. For $P$, exchange the roles of $x$ and $y$: by (c), $(\partial_x\psi)^2=a^2(x+cy/a)^2\psi^2$, so $P=a^2/(2a)=a/2$. The positivity statement `gpos` permits the cancellations.

```lean
/-- For `|t| < 1`, the mean square position and momentum of one oscillator in terms of the
normal-mode frequencies. -/
theorem reduced_variances {t : ℝ} (ht : |t| < 1) :
    varX t = (1 / wPlus t + 1 / wMinus t) / 4 ∧ varP t = (wPlus t + wMinus t) / 4 := by
  obtain ⟨hp, hq, -, -⟩ := mode_relations ht
  have ha : 0 < meanFreq t := by unfold meanFreq; positivity
  have hd : 0 < wPlus t * wMinus t / meanFreq t := by positivity
  have gpos : ∀ b : ℝ, 0 < b → 0 < ∫ x : ℝ, Real.exp (-b * x ^ 2) := fun b hb => by
    rw [integral_gaussian]
    positivity
  have hN : normSq t = (∫ x : ℝ, Real.exp (-(wPlus t * wMinus t / meanFreq t) * x ^ 2)) *
      ∫ y : ℝ, Real.exp (-meanFreq t * y ^ 2) := by
    simp only [normSq, psi_sq ha.ne']
    exact shear (fun x => Real.exp (-(wPlus t * wMinus t / meanFreq t) * x ^ 2))
      (fun y => Real.exp (-meanFreq t * y ^ 2)) _
  constructor
  · have hX : ∫ x : ℝ, ∫ y : ℝ, x ^ 2 * psi t x y ^ 2 =
        (∫ x : ℝ, x ^ 2 * Real.exp (-(wPlus t * wMinus t / meanFreq t) * x ^ 2)) *
          ∫ y : ℝ, Real.exp (-meanFreq t * y ^ 2) := by
      simp only [psi_sq ha.ne', ← mul_assoc]
      exact shear (fun x => x ^ 2 * Real.exp (-(wPlus t * wMinus t / meanFreq t) * x ^ 2))
        (fun y => Real.exp (-meanFreq t * y ^ 2)) _
    have k : (1 / wPlus t + 1 / wMinus t) / 4 * (2 * (wPlus t * wMinus t / meanFreq t)) = 1 := by
      have e : (1 / wPlus t + 1 / wMinus t) * (wPlus t * wMinus t) = 2 * meanFreq t := by
        unfold meanFreq
        field_simp
        ring
      rw [← mul_div_assoc, ← mul_div_assoc, div_eq_one_iff_eq ha.ne']
      linear_combination e / 2
    rw [varX, hX, hN, mul_div_mul_right _ _ (gpos _ ha).ne', div_eq_iff (gpos _ hd).ne',
      ← gaussian_moment hd, ← mul_assoc, k, one_mul]
  · have e : ∀ y x : ℝ, (deriv (fun s => psi t s y) x) ^ 2 =
        Real.exp (-(wPlus t * wMinus t / meanFreq t) * y ^ 2) *
          (meanFreq t ^ 2 * ((x + halfSplit t / meanFreq t * y) ^ 2 *
            Real.exp (-meanFreq t * (x + halfSplit t / meanFreq t * y) ^ 2))) := fun y x => by
      have l : meanFreq t * x + halfSplit t * y =
          meanFreq t * (x + halfSplit t / meanFreq t * y) := by field_simp
      rw [(psi_deriv t x y).deriv, mul_pow, psi_symm, psi_sq ha.ne', l]
      ring
    have hP := shear (fun y => Real.exp (-(wPlus t * wMinus t / meanFreq t) * y ^ 2))
      (fun x => meanFreq t ^ 2 * (x ^ 2 * Real.exp (-meanFreq t * x ^ 2)))
      (halfSplit t / meanFreq t)
    have s : (wPlus t + wMinus t) / 4 = meanFreq t / 2 := by unfold meanFreq; ring
    simp only [varP, e]
    rw [hP, hN, mul_div_mul_left _ _ (gpos _ hd).ne', div_eq_iff (gpos _ ha).ne',
      integral_const_mul, ← gaussian_moment ha, s]
    ring
```

### (j) Uncertainty product

For $|t|<1$, show that
$$XP=\tfrac18\Big(1+\frac1{\sqrt{1-t^2}}\Big)\ge\tfrac14,$$
with equality exactly when $t=0$.

Let $r=\omega_+\omega_-=\sqrt{1-t^2}$. Then
$$XP=\frac{(\omega_++\omega_-)^2}{16r}=\frac{2+2r}{16r}.$$
Since $0<r\le1$, the bound follows, and $r=1$ only at $t=0$.

```lean
/-- For `|t| < 1` the uncertainty product of one oscillator is `(1 + 1/√(1 - t²))/8`; it is
at least `1/4`, with equality exactly at zero coupling. -/
theorem uncertainty_product {t : ℝ} (ht : |t| < 1) :
    varX t * varP t = (1 + 1 / √(1 - t ^ 2)) / 8 ∧ 1 / 4 ≤ varX t * varP t ∧
      (varX t * varP t = 1 / 4 ↔ t = 0) := by
  obtain ⟨hp, hq, hA, -⟩ := mode_relations ht
  obtain ⟨h1, h2⟩ := abs_lt.1 ht
  have hr : √(1 - t ^ 2) = wPlus t * wMinus t := by
    rw [wPlus, wMinus, ← Real.sqrt_mul (by linarith)]
    congr 1
    ring
  have hr0 : 0 < √(1 - t ^ 2) := by rw [hr]; positivity
  have hr2 : √(1 - t ^ 2) ^ 2 = 1 - t ^ 2 := Real.sq_sqrt (by nlinarith)
  have F : varX t * varP t = (1 + 1 / √(1 - t ^ 2)) / 8 := by
    have h0 : wPlus t ^ 2 + wMinus t ^ 2 - 2 = 0 := by
      unfold meanFreq halfSplit at hA
      linear_combination 2 * hA
    have k : (1 / wPlus t + 1 / wMinus t) / 4 * ((wPlus t + wMinus t) / 4)
        - (1 + 1 / (wPlus t * wMinus t)) / 8
        = (wPlus t ^ 2 + wMinus t ^ 2 - 2) / (16 * (wPlus t * wMinus t)) := by
      field_simp
      ring
    rw [h0, zero_div] at k
    rw [(reduced_variances ht).1, (reduced_variances ht).2, hr]
    linarith
  have hi : 1 ≤ 1 / √(1 - t ^ 2) := by
    rw [le_div_iff₀ hr0]
    nlinarith [sq_nonneg t]
  refine ⟨F, by rw [F]; linarith, fun h => ?_, fun h => by rw [F, h]; norm_num⟩
  rw [F] at h
  have e : 1 = √(1 - t ^ 2) := (div_eq_one_iff_eq hr0.ne').1 (by linarith)
  have t2 : t ^ 2 = 0 := by linear_combination hr2 + (1 + √(1 - t ^ 2)) * e
  exact pow_eq_zero_iff (two_ne_zero) |>.1 t2
```

### (k) Entanglement

For $|t|<1$, show that $\psi(x,y)=f(x)g(y)$ for some real functions $f,g$ exactly when $XP=\tfrac14$.

By (j), the second condition is $t=0$. A product satisfies $\psi(0,0)\psi(1,1)=\psi(1,0)\psi(0,1)$. Comparing exponents gives $a+c=a$, so $c=0$ and $t=2ac=0$. Conversely, $t=0$ removes the cross term from $\psi$.

```lean
/-- For `|t| < 1` the wavefunction is a product of one-oscillator functions exactly when the
uncertainty product of one oscillator equals `1/4`. -/
theorem product_state_iff {t : ℝ} (ht : |t| < 1) :
    (∃ f g : ℝ → ℝ, ∀ x y, psi t x y = f x * g y) ↔ varX t * varP t = 1 / 4 := by
  rw [(uncertainty_product ht).2.2]
  constructor
  · rintro ⟨f, g, h⟩
    -- compare the values at the corners of a unit square
    have e : psi t 0 0 * psi t 1 1 = psi t 1 0 * psi t 0 1 := by
      simp only [h]
      ring
    simp only [psi, ← Real.exp_add] at e
    have e' := Real.exp_injective e
    have hc : halfSplit t = 0 := by linarith
    linear_combination 2 * meanFreq t * hc - (mode_relations ht).2.2.2
  · intro h0
    have hc : halfSplit t = 0 := by simp [halfSplit, wPlus, wMinus, h0]
    refine ⟨fun x => Real.exp (-(meanFreq t * x ^ 2 / 2)),
      fun y => Real.exp (-(meanFreq t * y ^ 2 / 2)), fun x y => ?_⟩
    simp only [psi, hc, ← Real.exp_add]
    congr 1
    ring
```

### (l) Energy shift

For $|t|<1$, show that $E=-t^2/\big(4a^2(1+a)\big)$.

By (a), $E(1+a)=a^2-1=-c^2$ and $c=t/(2a)$.

```lean
lemma pairShift_eq {t : ℝ} (ht : |t| < 1) :
    pairShift t = -t ^ 2 / (4 * meanFreq t ^ 2 * (1 + meanFreq t)) := by
  obtain ⟨hp, hq, hA, hB⟩ := mode_relations ht
  have ha : 0 < meanFreq t := by unfold meanFreq; positivity
  rw [eq_div_iff (by positivity), pairShift]
  linear_combination 4 * meanFreq t ^ 2 * hA - (t + 2 * meanFreq t * halfSplit t) * hB
```

### (m) Quanta and energy

For $|t|<1$, show that $n=E\,(a^2-a-1)/(2\omega_+\omega_-)$.

With $r=a^2-c^2=2a^2-1$,
$$X+P-1=\frac{a+ar-2r}{2r}=\frac{(a-1)(a^2-a-1)}{r}.$$
Halve this. The code shows instead that the difference of the two sides is a multiple of $\omega_+^2+\omega_-^2-2=0$.

```lean
/-- For `|t| < 1`, the number of quanta in one oscillator equals the energy shift of the pair times
an explicit factor that depends on `t` through the mode frequencies. -/
theorem quanta_eq {t : ℝ} (ht : |t| < 1) : quanta t =
    pairShift t * ((meanFreq t ^ 2 - meanFreq t - 1) / (2 * (wPlus t * wMinus t))) := by
  obtain ⟨hp, hq, hA, -⟩ := mode_relations ht
  have h0 : wPlus t ^ 2 + wMinus t ^ 2 - 2 = 0 := by
    unfold meanFreq halfSplit at hA
    linear_combination 2 * hA
  rw [quanta, (reduced_variances ht).1, (reduced_variances ht).2, pairShift, meanFreq,
    ← sub_eq_zero]
  trans (4 - (wPlus t + wMinus t)) * (wPlus t ^ 2 + wMinus t ^ 2 - 2) /
    (16 * (wPlus t * wMinus t))
  · field_simp
    ring
  · rw [h0, mul_zero, zero_div]
```

### (n) Weak coupling

As $t\to0$ with $t\ne0$, show that $n/t^2\to\tfrac1{16}$ and $n/E\to-\tfrac12$.

Here $a\to1$ and $\omega_+\omega_-\to1$. By (l), $E\ne0$ for small nonzero $t$, so (m) gives $n/E\to(1-1-1)/2=-\tfrac12$. Also $E/t^2\to-\tfrac18$, and the product of the two limits is $\tfrac1{16}$. To leading order, each oscillator's own energy rises by half the amount by which the pair's energy falls.

In the code, `𝓝[≠] 0` excludes $t=0$, and `congr'` substitutes the exact identities near that point.

```lean
/-- As the nonzero coupling `t` tends to zero, the number of quanta in one oscillator divided
by `t²` tends to `1/16`, and divided by the energy shift of the pair it tends to `-1/2`. -/
theorem weak_coupling :
    Tendsto (fun t => quanta t / t ^ 2) (𝓝[≠] 0) (𝓝 (1 / 16)) ∧
      Tendsto (fun t => quanta t / pairShift t) (𝓝[≠] 0) (𝓝 (-1 / 2)) := by
  have ca : Continuous meanFreq := by
    show Continuous fun t : ℝ => (√(1 + t) + √(1 - t)) / 2
    fun_prop
  have cw : Continuous fun t => wPlus t * wMinus t := by
    show Continuous fun t : ℝ => √(1 + t) * √(1 - t)
    fun_prop
  have ha : Tendsto meanFreq (𝓝[≠] 0) (𝓝 1) :=
    (ca.tendsto' 0 1 (by norm_num [meanFreq, wPlus, wMinus])).mono_left nhdsWithin_le_nhds
  have hw : Tendsto (fun t => wPlus t * wMinus t) (𝓝[≠] 0) (𝓝 1) :=
    (cw.tendsto' 0 1 (by norm_num [wPlus, wMinus])).mono_left nhdsWithin_le_nhds
  have hG : Tendsto (fun t => (meanFreq t ^ 2 - meanFreq t - 1) / (2 * (wPlus t * wMinus t)))
      (𝓝[≠] 0) (𝓝 (-1 / 2)) := by
    have e : ((1 : ℝ) ^ 2 - 1 - 1) / (2 * 1) = -1 / 2 := by norm_num
    rw [← e]
    exact (((ha.pow 2).sub ha).sub_const 1).div (hw.const_mul 2) (by norm_num)
  have hD : Tendsto (fun t => 4 * meanFreq t ^ 2 * (1 + meanFreq t)) (𝓝[≠] 0)
      (𝓝 (4 * 1 ^ 2 * (1 + 1))) := ((ha.pow 2).const_mul 4).mul (ha.const_add 1)
  have small : ∀ᶠ t in 𝓝 (0 : ℝ), |t| < 1 :=
    (isOpen_lt continuous_abs continuous_const).mem_nhds (by simp)
  have pos : ∀ t : ℝ, |t| < 1 → 4 * meanFreq t ^ 2 * (1 + meanFreq t) ≠ 0 := fun t ht => by
    obtain ⟨hp, hq, -, -⟩ := mode_relations ht
    have : 0 < meanFreq t := by unfold meanFreq; positivity
    positivity
  constructor
  · have aux : ∀ g D T : ℝ, D ≠ 0 → T ≠ 0 → -g / D = -T / D * g / T := by
      intro g D T h h'
      field_simp
    have e : -(-1 / 2 : ℝ) / (4 * 1 ^ 2 * (1 + 1)) = 1 / 16 := by norm_num
    rw [← e]
    refine (hG.neg.div hD (by norm_num)).congr' ?_
    filter_upwards [nhdsWithin_le_nhds small, self_mem_nhdsWithin] with t ht h0
    rw [quanta_eq ht, pairShift_eq ht]
    exact aux _ _ _ (pos t ht) (pow_ne_zero 2 h0)
  · refine hG.congr' ?_
    filter_upwards [nhdsWithin_le_nhds small, self_mem_nhdsWithin] with t ht h0
    have hE : pairShift t ≠ 0 := by
      rw [pairShift_eq ht]
      exact div_ne_zero (neg_ne_zero.2 (pow_ne_zero 2 h0)) (pos t ht)
    rw [quanta_eq ht, mul_div_cancel_left₀ _ hE]

end

end CoupledDrudeModes
```

```lean
#print axioms CoupledDrudeModes.schrodinger
#print axioms CoupledDrudeModes.product_state_iff
#print axioms CoupledDrudeModes.weak_coupling
```

```
'CoupledDrudeModes.schrodinger' depends on axioms: [propext, Classical.choice, Quot.sound]
'CoupledDrudeModes.product_state_iff' depends on axioms: [propext, Classical.choice, Quot.sound]
'CoupledDrudeModes.weak_coupling' depends on axioms: [propext, Classical.choice, Quot.sound]
```
